# Summing over all six redrawn directions of one spin multiplies a configuration sum by six

Each of `N` sites carries one of six directions, a Cartesian axis with a sign, and `f` is any real-valued function of the whole configuration. The lemma says that if the direction at a chosen site `k` is replaced by each of the six in turn, and `f` is summed over these replacements and over all configurations, the result is six times the plain sum of `f`. The sums are finite and unweighted, and no Hamiltonian enters. The attempt pairs each configuration with a new direction and notes that exchanging the new direction with the old one at `k` is an involution. Reindexing by this exchange leaves a summand that doesn't depend on the extra direction, so the sum over that direction should give a factor of six.

As first written in Lean, the proof fails:

```lean
import Mathlib

open Matrix Finset

namespace SumResample

noncomputable section

/-- One of the six directions: a Cartesian axis and a sign (`true` for plus). -/
abbrev Direction := Fin 3 × Bool

/-- A configuration assigns one of the six directions to each of `N` sites. -/
abbrev Config (N : ℕ) := Fin N → Direction

/-- Redrawing the spin at one site over its six directions multiplies the sum over
configurations by six. -/
theorem sum_resample {N : ℕ} (k : Fin N) (f : Config N → ℝ) :
    ∑ σ, ∑ d, f (Function.update σ k d) = 6 * ∑ σ, f σ := by
  -- exchanging the old and the new direction is an involution
  have h : Function.Involutive
      (fun p : Config N × Direction => (Function.update p.1 k p.2, p.1 k)) := by
    rintro ⟨σ, d⟩
    simp
  have hc : Fintype.card Direction = 6 := by rfl
  calc ∑ σ, ∑ d, f (Function.update σ k d)
      = ∑ p : Config N × Direction, f (Function.update p.1 k p.2) :=
        (Fintype.sum_prod_type
          (fun p : Config N × Direction => f (Function.update p.1 k p.2))).symm
    _ = ∑ p : Config N × Direction, f p.1 :=
        Equiv.sum_comp h.toPerm (fun p : Config N × Direction => f p.1)
    _ = 6 * ∑ σ, f σ := by
        rw [Fintype.sum_prod_type, Finset.mul_sum]
        refine Finset.sum_congr rfl fun σ _ => ?_
        rw [Finset.sum_const, Finset.card_univ, hc, nsmul_eq_mul]
        norm_num

end

end SumResample
```

Messages:

```
Main.lean:34:12: error: Tactic `rewrite` failed: Did not find an occurrence of the pattern
  ∑ _x ∈ ?m.179, ?b
in the target expression
  ∑ y, f (σ, y).1 = 6 * f σ

N : ℕ
k : Fin N
f : Config N → ℝ
h : Function.Involutive fun p => (Function.update p.1 k p.2, p.1 k)
hc : Fintype.card Direction = 6
σ : Config N
x✝ : σ ∈ univ
⊢ ∑ y, f (σ, y).1 = 6 * f σ
```

The error comes at the last step, where `Finset.sum_const` is to evaluate the sum over the extra direction. That lemma needs a summand in which the summation variable does not occur. After `Fintype.sum_prod_type` has split the sum over pairs, the summand is `f (σ, y).1`. Its value is `f σ`, but the projection has not been reduced, so `y` still appears in the expression. The pattern's `?b` stands outside the binder and cannot be filled by a term containing `y`, and `rw` does not simplify the projection to get rid of it. Hence it finds no match.

The added `change` line restates the goal with `f σ` as the summand. Lean accepts this because `(σ, y).1` reduces to `σ` by definition. The summand is now visibly constant, `Finset.sum_const` applies, and the remaining steps, unchanged, count the six directions and finish the proof.

The repair, with which the file compiles:

```diff
@@ -32,4 +32,5 @@
         rw [Fintype.sum_prod_type, Finset.mul_sum]
         refine Finset.sum_congr rfl fun σ _ => ?_
+        change ∑ _y : Direction, f σ = 6 * f σ
         rw [Finset.sum_const, Finset.card_univ, hc, nsmul_eq_mul]
         norm_num
```
